# Only propagating pairs contribute to the transmission trace of mode-expanded leads

A conductor sits between two periodic leads. At a given energy a lead can have both Bloch modes that carry current and evanescent modes that decay away from the contact. Mode matching then generally uses both kinds to join the wavefunctions, yet the transmission should count only channels that carry current. A Green-function code evaluates a trace in which no modes are visible, so where have the evanescent ones gone?

Let $G$ be the block of the retarded Green function between the right and left contact orbitals. Suppose that the broadening matrices have the form

$$\Gamma_L=\sum_n v_n x_nx_n^*,\qquad \Gamma_R=\sum_m u_m y_my_m^*,$$

with mode vectors $x_n,y_m$ and real velocities $v_n,u_m\ge 0$, zero for evanescent modes. The star denotes the conjugate transpose. Then

$$\operatorname{Tr}(\Gamma_L G\Gamma_R G^*)=\sum_{v_n>0}\ \sum_{u_m>0} v_nu_m\,|\langle x_n,Gy_m\rangle|^2 .$$

The vectors need be neither orthogonal nor normalised. Evanescent modes have zero weight in this sum, but they can still affect $G$ through the lead self-energies. For the Bloch modes of a lead, $x_n$ and $y_m$ are the dual modes defined below, and the dual of a propagating mode also depends on the evanescent modes, to which it is orthogonal.

## Channel amplitudes in a transport code

For coherent, non-interacting transport, let $\Gamma=i(\Sigma-\Sigma^*)$ for each lead, with $\Sigma$ its retarded self-energy. The left side is then the transmission, and the right side writes it as a sum over pairs of channels. With $t_{nm}=\sqrt{v_nu_m}\,\langle x_n,Gy_m\rangle$, it is the sum of $|t_{nm}|^2$ over propagating pairs.

Suppose that a lead solver returns a complete set of modes as the columns of an invertible matrix $\Phi$, and that $\Phi^*\Gamma\Phi$ is diagonal. Then the vectors $x_n$ can be taken as the columns of $X=(\Phi^{-1})^*$, the dual modes. They generally differ from the modes themselves when these are not orthonormal. The velocities are the diagonal entries of $\Phi^*\Gamma\Phi$, in the units and normalisation of the code. The total is the same for every such $\Phi$, but the single terms can differ. To read $|t_{nm}|^2$ as the probability of scattering from Bloch mode $m$ on the right to Bloch mode $n$ on the left, take the incoming propagating modes on the right and the outgoing ones on the left, each completed by the modes that decay into the lead. Comparing the trace with the channel sum tests the duals, the velocities and the selection of propagating modes together. It does not test the choice between incoming and outgoing modes, which leaves the total unchanged. In floating point, the condition $v_n>0$ becomes a tolerance, which matters near a band edge.

## From one pair of modes to the channel sum

For one mode $a$ on the left and one mode $b$ on the right, the scalar $a^*Gb$ factors out:

$$\operatorname{Tr}(aa^*Gbb^*G^*)=(a^*Gb)\operatorname{Tr}(ab^*G^*)=(a^*Gb)(b^*G^*a)=|a^*Gb|^2 .$$

Inserting both expansions and using linearity gives

$$\operatorname{Tr}(\Gamma_LG\Gamma_RG^*)=\sum_{n,m}v_nu_m|x_n^*Gy_m|^2 .$$

This holds for real velocities of any sign. If they are nonnegative, each is either zero or positive, and every pair with a zero velocity drops out.

The mode form of $\Gamma$ follows from a diagonal current matrix. Let $X^*\Phi=1$ with square matrices, so that also $\Phi X^*=1$ and, by taking adjoints, $X\Phi^*=\Phi^*X=1$. If $\Phi^*\Gamma\Phi=D=\operatorname{diag}(v_n)$, then

$$\Gamma=(X\Phi^*)\Gamma(\Phi X^*)=XDX^*=\sum_n v_nx_nx_n^* .$$

Conversely, $\Gamma=XDX^*$ gives $\Phi^*\Gamma\Phi=(\Phi^*X)D(X^*\Phi)=D$.

## The Lean file

```lean
import Mathlib

open Matrix

namespace ModeResolvedTransmission

noncomputable section

variable {l r ι κ : Type*} [Fintype l] [Fintype r] [Fintype ι] [Fintype κ]

/-- The broadening matrix `∑ₙ vₙ xₙ xₙ*` of a lead with mode vectors `xₙ` and
velocities `vₙ`. -/
def broadening (v : ι → ℝ) (x : ι → l → ℂ) : Matrix l l ℂ :=
  ∑ n, (v n : ℂ) • vecMulVec (x n) (star (x n))

/-- The propagating modes of a lead: those with positive velocity. -/
def propagating (v : ι → ℝ) : Finset ι :=
  Finset.univ.filter (fun n => 0 < v n)

/-- Between two rank-one matrices, `G` enters only through one matrix element. -/
theorem rankOne_mul_rankOne (a c : l → ℂ) (G : Matrix l r ℂ) (b d : r → ℂ) :
    vecMulVec a c * G * vecMulVec b d = (c ⬝ᵥ G *ᵥ b) • vecMulVec a d := by
  rw [Matrix.mul_assoc, Matrix.mul_vecMulVec]
  ext i j
  simp only [Matrix.mul_apply, vecMulVec_apply, Matrix.smul_apply, smul_eq_mul,
    dotProduct, Finset.sum_mul]
  exact Finset.sum_congr rfl (fun k _ => by ring)

/-- For one mode `a` on the left and one mode `b` on the right, each with unit velocity, the
transmission trace is the squared modulus of the matrix element `⟨a, G b⟩`. -/
theorem trace_single_pair (a : l → ℂ) (G : Matrix l r ℂ) (b : r → ℂ) :
    trace (vecMulVec a (star a) * G * vecMulVec b (star b) * Gᴴ)
      = ((‖star a ⬝ᵥ G *ᵥ b‖ ^ 2 : ℝ) : ℂ) := by
  have hz : ∀ z : ℂ, z * star z = ((‖z‖ ^ 2 : ℝ) : ℂ) := fun z => by
    rw [← Complex.normSq_eq_norm_sq]
    exact Complex.mul_conj z
  -- the remaining trace is the complex conjugate of the matrix element
  have ht : trace (vecMulVec a (star b) * Gᴴ) = star (star a ⬝ᵥ G *ᵥ b) := by
    simp only [trace, diag_apply, Matrix.mul_apply, vecMulVec_apply, conjTranspose_apply,
      Pi.star_apply, dotProduct, mulVec, star_sum, star_mul', star_star, Finset.mul_sum]
    exact Finset.sum_congr rfl (fun i _ => Finset.sum_congr rfl (fun k _ => by ring))
  rw [rankOne_mul_rankOne, Matrix.smul_mul, trace_smul, ht, smul_eq_mul, hz]

/-- For real velocities of any sign, the transmission trace is the velocity-weighted sum of
squared matrix elements over all pairs of modes. -/
theorem trace_eq_sum_all_pairs (v : ι → ℝ) (x : ι → l → ℂ) (u : κ → ℝ) (y : κ → r → ℂ)
    (G : Matrix l r ℂ) :
    trace (broadening v x * G * broadening u y * Gᴴ)
      = ((∑ n, ∑ m, v n * u m * ‖star (x n) ⬝ᵥ G *ᵥ y m‖ ^ 2 : ℝ) : ℂ) := by
  unfold broadening
  rw [Matrix.sum_mul, Matrix.sum_mul, Matrix.sum_mul, trace_sum, Complex.ofReal_sum]
  refine Finset.sum_congr rfl (fun n _ => ?_)
  rw [Matrix.mul_sum, Matrix.sum_mul, trace_sum, Complex.ofReal_sum]
  refine Finset.sum_congr rfl (fun m _ => ?_)
  simp only [Matrix.smul_mul, Matrix.mul_smul, trace_smul, trace_single_pair, smul_eq_mul]
  push_cast
  ring

/-- Mode-resolved transmission: for nonnegative velocities, `Tr(ΓL G ΓR G*)` is the sum of
`vₙ uₘ |⟨xₙ, G yₘ⟩|²` over pairs of propagating modes only. -/
theorem trace_eq_sum_propagating (v : ι → ℝ) (x : ι → l → ℂ) (u : κ → ℝ) (y : κ → r → ℂ)
    (hv : ∀ n, 0 ≤ v n) (hu : ∀ m, 0 ≤ u m) (G : Matrix l r ℂ) :
    trace (broadening v x * G * broadening u y * Gᴴ)
      = ((∑ n ∈ propagating v, ∑ m ∈ propagating u,
          v n * u m * ‖star (x n) ⬝ᵥ G *ᵥ y m‖ ^ 2 : ℝ) : ℂ) := by
  rw [trace_eq_sum_all_pairs]
  refine congrArg Complex.ofReal ?_
  simp only [propagating, Finset.sum_filter]
  refine Finset.sum_congr rfl (fun n _ => ?_)
  -- each velocity is either zero (no contribution) or positive
  rcases (hv n).eq_or_lt with h | h
  · simp [← h]
  · rw [if_pos h]
    refine Finset.sum_congr rfl (fun m _ => ?_)
    rcases (hu m).eq_or_lt with h' | h'
    · simp [← h']
    · rw [if_pos h']

omit [Fintype l] in
/-- With the mode vectors as columns of `X`, the broadening matrix is `X diag(v) X*`. -/
theorem broadening_columns [DecidableEq ι] (v : ι → ℝ) (X : Matrix l ι ℂ) :
    broadening v (fun k i => X i k) = X * diagonal (fun k => (v k : ℂ)) * Xᴴ := by
  ext i j
  rw [Matrix.mul_apply]
  simp only [broadening, Matrix.sum_apply, Matrix.smul_apply, vecMulVec_apply,
    Matrix.mul_diagonal, conjTranspose_apply, Pi.star_apply, smul_eq_mul]
  exact Finset.sum_congr rfl (fun k _ => by ring)

/-- Let the columns of `Φ` be a complete set of lead modes and those of `X` their duals. The
current matrix `Φ* Γ Φ` is diagonal with entries `vₙ` exactly when `Γ = ∑ₙ vₙ xₙ xₙ*` with
the dual modes `xₙ`. -/
theorem current_diagonal_iff [DecidableEq l] (Γ Φ X : Matrix l l ℂ) (v : l → ℝ)
    (h : Xᴴ * Φ = 1) :
    Φᴴ * Γ * Φ = diagonal (fun k => (v k : ℂ)) ↔ Γ = broadening v (fun k i => X i k) := by
  have h2 : Φ * Xᴴ = 1 := mul_eq_one_comm.mp h
  have h3 : Φᴴ * X = 1 := by
    have := congrArg conjTranspose h
    simpa [conjTranspose_mul] using this
  have h4 : X * Φᴴ = 1 := mul_eq_one_comm.mp h3
  rw [broadening_columns]
  constructor
  · intro hc
    rw [← hc]
    -- insert the completeness relation on both sides
    calc Γ = (X * Φᴴ) * Γ * (Φ * Xᴴ) := by rw [h4, h2, Matrix.one_mul, Matrix.mul_one]
      _ = X * (Φᴴ * Γ * Φ) * Xᴴ := by simp only [Matrix.mul_assoc]
  · intro hΓ
    rw [hΓ]
    calc Φᴴ * (X * diagonal (fun k => (v k : ℂ)) * Xᴴ) * Φ
        = (Φᴴ * X) * diagonal (fun k => (v k : ℂ)) * (Xᴴ * Φ) := by
          simp only [Matrix.mul_assoc]
      _ = diagonal (fun k => (v k : ℂ)) := by
          rw [h3, h, Matrix.one_mul, Matrix.mul_one]

/-- If the lead modes `ΦL`, `ΦR` have diagonal current matrices with nonnegative entries, the
transmission trace is the sum over propagating pairs of velocity-weighted squared matrix
elements of `G` between the dual modes. -/
theorem trace_of_current_diagonal [DecidableEq l] [DecidableEq r]
    (ΓL ΦL XL : Matrix l l ℂ) (ΓR ΦR XR : Matrix r r ℂ) (v : l → ℝ) (u : r → ℝ)
    (hL : XLᴴ * ΦL = 1) (hR : XRᴴ * ΦR = 1)
    (cL : ΦLᴴ * ΓL * ΦL = diagonal (fun k => (v k : ℂ)))
    (cR : ΦRᴴ * ΓR * ΦR = diagonal (fun k => (u k : ℂ)))
    (hv : ∀ n, 0 ≤ v n) (hu : ∀ m, 0 ≤ u m) (G : Matrix l r ℂ) :
    trace (ΓL * G * ΓR * Gᴴ)
      = ((∑ n ∈ propagating v, ∑ m ∈ propagating u,
          v n * u m * ‖star (fun i => XL i n) ⬝ᵥ G *ᵥ (fun j => XR j m)‖ ^ 2 : ℝ) : ℂ) := by
  rw [(current_diagonal_iff ΓL ΦL XL v hL).mp cL, (current_diagonal_iff ΓR ΦR XR u hR).mp cR]
  exact trace_eq_sum_propagating v _ u _ hv hu G

/-- Two non-orthogonal modes `(1,0)` and `(1,1)` with duals `(1,-1)` and `(0,1)` have a
diagonal current matrix with velocities `1` and `0`. -/
theorem current_diagonal_witness :
    (!![1, 0; -1, 1] : Matrix (Fin 2) (Fin 2) ℂ)ᴴ * !![1, 1; 0, 1] = 1 ∧
    (!![1, 1; 0, 1] : Matrix (Fin 2) (Fin 2) ℂ)ᴴ * !![1, -1; -1, 1] * !![1, 1; 0, 1]
      = diagonal (fun k => (((![1, 0] : Fin 2 → ℝ) k : ℝ) : ℂ)) := by
  constructor
  · ext i j
    fin_cases i <;> fin_cases j <;> simp [Matrix.mul_apply, Fin.sum_univ_succ]
  · ext i j
    fin_cases i <;> fin_cases j <;> simp [Matrix.mul_apply, Fin.sum_univ_succ]

end

end ModeResolvedTransmission
```

```lean
#print axioms ModeResolvedTransmission.trace_eq_sum_propagating
#print axioms ModeResolvedTransmission.trace_of_current_diagonal
```

```
'ModeResolvedTransmission.trace_eq_sum_propagating' depends on axioms: [propext, Classical.choice, Quot.sound]
'ModeResolvedTransmission.trace_of_current_diagonal' depends on axioms: [propext, Classical.choice, Quot.sound]
```

## What the theorems say and assume

The finite types `l` and `r` index the contact orbitals, while `ι` and `κ` index the modes. `G` may therefore be rectangular, and it is an arbitrary complex matrix. `broadening v x` is the weighted sum of rank-one matrices, `propagating v` selects the modes with `0 < v n`, and `star (x n) ⬝ᵥ G *ᵥ y m` is $\langle x_n,Gy_m\rangle$. The right side is a real number cast to `ℂ`, so the trace is shown to be real as well.

`rankOne_mul_rankOne` extracts the scalar, and `trace_single_pair` identifies the remaining trace as its conjugate. `trace_eq_sum_all_pairs` distributes the sums. `trace_eq_sum_propagating` uses `hv` and `hu` to split each velocity into zero or positive.

`broadening_columns` rewrites the sum as $XDX^*$, and `current_diagonal_iff` inserts the completeness relations in both directions. `trace_of_current_diagonal` combines this with the channel sum. Its hypotheses `cL` and `cR` state that different modes of a lead have no cross terms in the current; for degenerate propagating modes, a solver may first have to choose a suitable basis. `current_diagonal_witness` checks a case with non-orthogonal modes $(1,0)$ and $(1,1)$ and velocities $1$ and $0$.

The diagonal current matrices and the signs of the velocities are assumed, not derived from a lead Hamiltonian. Nor does the file construct $G$ or derive the trace formula for the transmission from scattering theory.
